# The des Cloizeaux effective Hamiltonian is Hermitian and has the eigenvalues of H on the chosen invariant subspace

After diagonalising a small Hubbard cluster, one can extract a spin model by selecting some eigenstates, projecting simple spin configurations onto their span, orthonormalising the projections and reading couplings from the small matrix of the Hamiltonian between the resulting vectors. The result below shows that this small matrix is Hermitian and has the selected energies as its eigenvalues, given an exact spectral subspace and as many linearly independent projections as its dimension. Whether the matrix has the form of a particular spin model is a separate question.

Let H be a Hermitian matrix on a space with finite basis n, and P a Hermitian projector commuting with H. The model vectors are the columns of V, labelled by a finite set m, and their number |m| equals the rank of P. In Lean, `Matrix n m ℂ` is the type of V, and `ᴴ` denotes the adjoint, written † here.

```lean
import Mathlib

open Matrix
open scoped ComplexOrder

namespace DesCloizeauxProjection

noncomputable section

variable {n m : Type*} [Fintype n] [DecidableEq n] [Fintype m] [DecidableEq m]
```

## Projected and orthonormalised model vectors

The projected vectors PV have overlap matrix S = V†PV. A Hermitian matrix R with RSR = 1 recombines them into

W = PVR.

Such an R exists when the projected vectors are linearly independent; here it is assumed. The equation forces R² = S⁻¹ but leaves the signs of the eigenvalues of R open. The usual des Cloizeaux choice is the positive root, R = S^(−1/2). V itself need not be orthonormal.

```lean
/-- The wave operator `W = P V R`: model vectors `V` are projected by `P` and then
recombined by `R`. -/
def waveOp (P : Matrix n n ℂ) (V : Matrix n m ℂ) (R : Matrix m m ℂ) : Matrix n m ℂ :=
  P * V * R
```

The effective Hamiltonian is H_eff = W†HW, a matrix on the model labels.

```lean
/-- The effective Hamiltonian `W† H W` on the model space. -/
def effH (H : Matrix n n ℂ) (W : Matrix n m ℂ) : Matrix m m ℂ :=
  Wᴴ * H * W
```

To compare families of vectors A and B, take the sum of squared distances between their columns, tr((A−B)†(A−B)). Lean takes the real part to obtain a real number.

```lean
/-- The squared Frobenius distance between two families of vectors, the sum of the squared
distances of their columns. -/
def sqDist (A B : Matrix n m ℂ) : ℝ :=
  ((A - B)ᴴ * (A - B)).trace.re
```

Since P² = P, projecting again changes nothing:

PW = P²VR = PVR = W.

```lean
omit [DecidableEq n] [DecidableEq m] in
/-- For a projector `P`, the columns of the wave operator lie in the range of `P`. -/
theorem proj_mul_waveOp {P : Matrix n n ℂ} (V : Matrix n m ℂ) (R : Matrix m m ℂ)
    (hPP : P * P = P) : P * waveOp P V R = waveOp P V R := by
  simp only [waveOp, ← Matrix.mul_assoc, hPP]
```

The columns of W are orthonormal, because P and R are Hermitian:

W†W = RV†P²VR = R(V†PV)R = 1.

```lean
omit [DecidableEq n] in
/-- If `P` is a Hermitian projector and the Hermitian matrix `R` normalises the overlap of the
projected model vectors, `R (V† P V) R = 1`, then the columns of `W` are orthonormal. -/
theorem waveOp_isometry {P : Matrix n n ℂ} {V : Matrix n m ℂ} {R : Matrix m m ℂ}
    (hP : P.IsHermitian) (hPP : P * P = P) (hR : R.IsHermitian)
    (hS : R * (Vᴴ * P * V) * R = 1) : (waveOp P V R)ᴴ * waveOp P V R = 1 := by
  calc (waveOp P V R)ᴴ * waveOp P V R = R * (Vᴴ * (P * P) * V) * R := by
        simp only [waveOp, conjTranspose_mul, hP.eq, hR.eq, Matrix.mul_assoc]
    _ = 1 := by rw [hPP, hS]
```

## Completeness in the selected subspace

From PW = W, the range of W lies in that of P. Moreover

rank P = |m| = rank(W†W) ≤ rank W,

so the two ranges coincide. For every x there is then a c with Px = Wc, and

WW†Px = WW†Wc = Wc = Px.

Thus WW†P = P. The adjoint of PW = W is W†P = W†, which turns this into WW† = P. In the proof, `heq` is the equality of ranges and `key` is the displayed calculation.

```lean
/-- Orthonormal vectors in the range of a Hermitian matrix `P`, as many as the rank of `P` and
each left fixed by `P`, resolve it: `W W† = P`. -/
theorem frame_complete {P : Matrix n n ℂ} {W : Matrix n m ℂ} (hP : P.IsHermitian)
    (hrank : P.rank = Fintype.card m) (hPW : P * W = W) (hW : Wᴴ * W = 1) :
    W * Wᴴ = P := by
  -- the ranges of W and P agree, by inclusion and dimension
  have hle : LinearMap.range W.mulVecLin ≤ LinearMap.range P.mulVecLin := by
    rintro _ ⟨c, rfl⟩
    exact ⟨W *ᵥ c, by simp only [Matrix.mulVecLin_apply, Matrix.mulVec_mulVec, hPW]⟩
  have hdim : P.rank ≤ W.rank := by
    calc P.rank = (1 : Matrix m m ℂ).rank := by rw [hrank, Matrix.rank_one]
      _ = (Wᴴ * W).rank := by rw [hW]
      _ ≤ W.rank := Matrix.rank_mul_le_right _ _
  have heq := Submodule.eq_of_le_of_finrank_le hle hdim
  -- hence W W† acts as the identity on the range of P
  have key : ∀ x, (W * Wᴴ * P) *ᵥ x = P *ᵥ x := by
    intro x
    obtain ⟨c, hc⟩ : P.mulVecLin x ∈ LinearMap.range W.mulVecLin := by
      rw [heq]
      exact ⟨x, rfl⟩
    rw [Matrix.mulVecLin_apply, Matrix.mulVecLin_apply] at hc
    rw [← Matrix.mulVec_mulVec, ← hc, Matrix.mulVec_mulVec, Matrix.mul_assoc, hW,
      Matrix.mul_one]
  have hfix : W * Wᴴ * P = P :=
    Matrix.toLin'.injective (LinearMap.ext fun x => by
      simpa only [Matrix.toLin'_apply] using key x)
  have hWP : Wᴴ * P = Wᴴ := by
    have h := congrArg conjTranspose hPW
    rwa [conjTranspose_mul, hP.eq] at h
  rwa [Matrix.mul_assoc, hWP] at hfix
```

## The effective Hamiltonian and its spectrum

Hermiticity follows from H† = H:

H_eff† = W†H†W = H_eff.

Completeness and HP = PH give the intertwining relation:

WH_eff = WW†HW = PHW = HPW = HW.

The theorem collects these with the two identities for W. After `generalize`, its proof uses those identities, PW = W and the hypotheses on H, but not the formula W = PVR.

```lean
/-- Let the Hermitian `H` commute with a Hermitian projector `P` whose rank is the number of model
vectors `V`, and let `R` be Hermitian with `R (V† P V) R = 1`. Then `W = P V R` obeys `W† W = 1` and
`W W† = P`, and `W† H W` is Hermitian and intertwined with `H` by `W`. For orthonormal `V` and
positive `R`, `W† H W` is the des Cloizeaux effective Hamiltonian. -/
theorem desCloizeaux {H P : Matrix n n ℂ} {V : Matrix n m ℂ} {R : Matrix m m ℂ}
    (hH : H.IsHermitian) (hP : P.IsHermitian) (hPP : P * P = P)
    (hrank : P.rank = Fintype.card m) (hHP : H * P = P * H) (hR : R.IsHermitian)
    (hS : R * (Vᴴ * P * V) * R = 1) :
    (waveOp P V R)ᴴ * waveOp P V R = 1 ∧ waveOp P V R * (waveOp P V R)ᴴ = P ∧
      (effH H (waveOp P V R)).IsHermitian ∧
      H * waveOp P V R = waveOp P V R * effH H (waveOp P V R) := by
  have hPW := proj_mul_waveOp V R hPP
  have hW := waveOp_isometry hP hPP hR hS
  have hWW := frame_complete hP hrank hPW hW
  generalize waveOp P V R = W at *
  refine ⟨hW, hWW, ?_, ?_⟩
  · change (Wᴴ * H * W)ᴴ = Wᴴ * H * W
    simp only [conjTranspose_mul, conjTranspose_conjTranspose, hH.eq, Matrix.mul_assoc]
  · symm
    calc W * effH H W = (W * Wᴴ) * H * W := by simp only [effH, Matrix.mul_assoc]
      _ = H * (P * W) := by rw [hWW, ← hHP, Matrix.mul_assoc]
      _ = H * W := by rw [hPW]
```

If H_eff c = Ec with c ≠ 0, put ψ = Wc. Then W†ψ = c, so ψ ≠ 0; also Pψ = ψ and

Hψ = HWc = WH_eff c = Eψ.

Conversely, let Hψ = Eψ with Pψ = ψ ≠ 0, and put c = W†ψ. Then Wc = Pψ = ψ, so c ≠ 0, and

H_eff c = W†HWc = W†Hψ = Ec.

The statement concerns which eigenvalues occur, not their multiplicities.

```lean
/-- Under the hypotheses of `desCloizeaux`, `E` is an eigenvalue of the effective Hamiltonian
exactly when `H` has an eigenvector with eigenvalue `E` in the range of `P`. -/
theorem effH_eigenvalue_iff {H P : Matrix n n ℂ} {V : Matrix n m ℂ} {R : Matrix m m ℂ}
    (hH : H.IsHermitian) (hP : P.IsHermitian) (hPP : P * P = P)
    (hrank : P.rank = Fintype.card m) (hHP : H * P = P * H) (hR : R.IsHermitian)
    (hS : R * (Vᴴ * P * V) * R = 1) (E : ℂ) :
    (∃ c : m → ℂ, c ≠ 0 ∧ effH H (waveOp P V R) *ᵥ c = E • c) ↔
      ∃ ψ : n → ℂ, ψ ≠ 0 ∧ P *ᵥ ψ = ψ ∧ H *ᵥ ψ = E • ψ := by
  obtain ⟨hW, hWW, -, hI⟩ := desCloizeaux hH hP hPP hrank hHP hR hS
  have hPW := proj_mul_waveOp V R hPP
  generalize waveOp P V R = W at *
  constructor
  · rintro ⟨c, hc, hE⟩
    refine ⟨W *ᵥ c, fun h0 => hc ?_, ?_, ?_⟩
    · rw [← Matrix.one_mulVec c, ← hW, ← Matrix.mulVec_mulVec, h0, Matrix.mulVec_zero]
    · rw [Matrix.mulVec_mulVec, hPW]
    · rw [Matrix.mulVec_mulVec, hI, ← Matrix.mulVec_mulVec, hE, Matrix.mulVec_smul]
  · rintro ⟨ψ, hψ, hPψ, hE⟩
    -- the model-space vector W†ψ reconstructs ψ
    have hrec : W *ᵥ (Wᴴ *ᵥ ψ) = ψ := by rw [Matrix.mulVec_mulVec, hWW, hPψ]
    refine ⟨Wᴴ *ᵥ ψ, fun h0 => hψ ?_, ?_⟩
    · rw [← hrec, h0, Matrix.mulVec_zero]
    · rw [effH, ← Matrix.mulVec_mulVec, hrec, ← Matrix.mulVec_mulVec, hE,
        Matrix.mulVec_smul]
```

The same argument covers a non-Hermitian R with R†SR = 1, such as one obtained from a Cholesky factorisation: W is again a complete orthonormal frame, so H_eff keeps these properties.

## Closeness to the original model vectors

Now let R be positive semidefinite, and let U be any family with U†U = 1 and PU = U. Set T = V†W. Then RT = RSR = 1, so T = R⁻¹ is Hermitian, and T = T†RT is positive. Also WT = PV, hence

U†WT = U†V, TW†U = V†U, W†V = T.

Expanding the squares gives

‖U−V‖² = tr(1 − U†V − V†U + V†V),
‖W−V‖² = tr(1 − 2T + V†V).

By cyclicity of the trace, their difference is

tr(2T − U†V − V†U) = tr((U−W)T(U−W)†) ≥ 0.

No such U is closer to V than W is. In Lean, `a1` to `a3` are the expansions, `a4` is a use of cyclicity, and `key` combines them.

```lean
omit [DecidableEq n] in
/-- Let `P` be a Hermitian projector and `R` positive semidefinite with `R (V† P V) R = 1`. Among
all orthonormal families `U` in the range of `P`, the family `W = P V R` is at the least
distance from the model vectors `V`. -/
theorem waveOp_closest {P : Matrix n n ℂ} {V U : Matrix n m ℂ} {R : Matrix m m ℂ}
    (hP : P.IsHermitian) (hPP : P * P = P) (hR : R.PosSemidef)
    (hS : R * (Vᴴ * P * V) * R = 1) (hU : Uᴴ * U = 1) (hPU : P * U = U) :
    sqDist (waveOp P V R) V ≤ sqDist U V := by
  have hW := waveOp_isometry hP hPP hR.isHermitian hS
  obtain ⟨W, hWd⟩ : ∃ W, W = waveOp P V R := ⟨_, rfl⟩
  rw [← hWd] at hW ⊢
  obtain ⟨T, hT⟩ : ∃ T, T = Vᴴ * W := ⟨_, rfl⟩
  -- T = V†W is the inverse of R, hence positive
  have hRT : R * T = 1 := by
    rw [← hS, hT, hWd]
    simp only [waveOp, Matrix.mul_assoc]
  have hTR : T * R = 1 := mul_eq_one_comm.mp hRT
  have hTh : Tᴴ = T := by
    have h := congrArg conjTranspose hRT
    rw [conjTranspose_mul, hR.isHermitian.eq, conjTranspose_one] at h
    calc Tᴴ = Tᴴ * (R * T) := by rw [hRT, Matrix.mul_one]
      _ = T := by rw [← Matrix.mul_assoc, h, Matrix.one_mul]
  have hTpos : T.PosSemidef := by
    have h := hR.conjTranspose_mul_mul_same T
    rwa [hTh, hTR, Matrix.one_mul] at h
  have hWT : W * T = P * V := by
    rw [hWd, waveOp, Matrix.mul_assoc, hRT, Matrix.mul_one]
  have hUP : Uᴴ * P = Uᴴ := by
    have h := congrArg conjTranspose hPU
    rwa [conjTranspose_mul, hP.eq] at h
  have e1 : Uᴴ * W * T = Uᴴ * V := by
    rw [Matrix.mul_assoc, hWT, ← Matrix.mul_assoc, hUP]
  have e2 : T * (Wᴴ * U) = Vᴴ * U := by
    have h := congrArg conjTranspose hWT
    rw [conjTranspose_mul, conjTranspose_mul, hTh, hP.eq] at h
    rw [← Matrix.mul_assoc, h, Matrix.mul_assoc, hPU]
  have e3 : Wᴴ * V = T := by
    rw [← hTh, hT, conjTranspose_mul, conjTranspose_conjTranspose]
  have a1 : (U - V)ᴴ * (U - V) = 1 - Uᴴ * V - Vᴴ * U + Vᴴ * V := by
    simp only [conjTranspose_sub, Matrix.sub_mul, Matrix.mul_sub, hU]
    abel
  have a2 : (W - V)ᴴ * (W - V) = 1 - T - T + Vᴴ * V := by
    simp only [conjTranspose_sub, Matrix.sub_mul, Matrix.mul_sub, hW, e3, ← hT]
    abel
  have a3 : (U - W)ᴴ * (U - W) * T = T - Uᴴ * V - Wᴴ * U * T + T := by
    simp only [conjTranspose_sub, Matrix.sub_mul, Matrix.mul_sub, hU, hW, e1, Matrix.one_mul]
    abel
  have a4 : (Wᴴ * U * T).trace = (Vᴴ * U).trace := by
    rw [Matrix.trace_mul_comm, e2]
  -- the excess squared distance is the trace of a positive matrix
  have key : ((U - V)ᴴ * (U - V)).trace =
      ((W - V)ᴴ * (W - V)).trace + ((U - W) * T * (U - W)ᴴ).trace := by
    rw [Matrix.trace_mul_cycle (U - W) T (U - W)ᴴ, a1, a2, a3]
    simp only [Matrix.trace_add, Matrix.trace_sub, a4]
    ring
  have hD := (Complex.le_def.mp (hTpos.mul_mul_conjTranspose_same (U - W)).trace_nonneg).1
  rw [Complex.zero_re] at hD
  rw [sqDist, sqDist, key, Complex.add_re]
  linarith
```

## A Hubbard dimer with level −9

For hopping 6 and repulsion 7, the even-parity singlet block couples the covalent state to the symmetric ionic state with strength 12.

```lean
/-- The even-parity singlet block of the two-electron Hubbard dimer with hopping 6 and repulsion 7,
in the basis of the covalent and the symmetric ionic state, with phases chosen to make the coupling
positive. -/
def dimerH : Matrix (Fin 2) (Fin 2) ℂ := !![0, 12; 12, 7]
```

Its eigenvalues solve E² − 7E − 144 = 0, so E = −9 or 16. The normalised lower eigenvector is (4/5, −3/5), and P projects onto it.

```lean
/-- The projector onto the vector `(4/5, -3/5)`. -/
def dimerP : Matrix (Fin 2) (Fin 2) ℂ := !![16/25, -12/25; -12/25, 9/25]
```

The model vector is the covalent state.

```lean
/-- The covalent state as the single model vector. -/
def dimerV : Matrix (Fin 2) (Fin 1) ℂ := !![1; 0]
```

Its projected overlap is S = 16/25, so R = 5/4.

```lean
/-- The one-by-one normalisation matrix with entry `5/4`. -/
def dimerR : Matrix (Fin 1) (Fin 1) ℂ := Matrix.diagonal fun _ => 5/4
```

Hence W = (4/5, −3/5)ᵀ and H_eff = −9. Lean checks the matrix identities entry by entry. For the rank, writing P as a column times a row bounds it by one, and a product containing P that equals 1 shows that it is at least one.

```lean
/-- The Hubbard dimer matrices meet the hypotheses of `desCloizeaux`, with `R` positive
semidefinite, and the effective Hamiltonian is the one-by-one matrix with entry `-9`. -/
theorem desCloizeaux_witness :
    dimerH.IsHermitian ∧ dimerP.IsHermitian ∧ dimerP * dimerP = dimerP ∧
      dimerP.rank = Fintype.card (Fin 1) ∧ dimerH * dimerP = dimerP * dimerH ∧
      dimerR.PosSemidef ∧ dimerR * (dimerVᴴ * dimerP * dimerV) * dimerR = 1 ∧
      effH dimerH (waveOp dimerP dimerV dimerR) = !![-9] := by
  refine ⟨?_, ?_, ?_, ?_, ?_, ?_, ?_, ?_⟩
  · ext i j
    fin_cases i <;> fin_cases j <;> simp [dimerH]
  · ext i j
    fin_cases i <;> fin_cases j <;> simp [dimerP]
  · ext i j
    fin_cases i <;> fin_cases j <;>
      norm_num [dimerP, Matrix.mul_apply, Fin.sum_univ_succ]
  · -- P is a column times a row, and it is not zero
    have hfac : dimerP = (!![4/5; -3/5] : Matrix (Fin 2) (Fin 1) ℂ) *
        (!![4/5, -3/5] : Matrix (Fin 1) (Fin 2) ℂ) := by
      ext i j
      fin_cases i <;> fin_cases j <;> norm_num [dimerP, Matrix.mul_apply]
    have hone : (!![5/4, 0] : Matrix (Fin 1) (Fin 2) ℂ) * dimerP *
        (!![5/4; 0] : Matrix (Fin 2) (Fin 1) ℂ) = 1 := by
      ext i j
      fin_cases i
      fin_cases j
      norm_num [dimerP, Matrix.mul_apply, Fin.sum_univ_succ]
    apply le_antisymm
    · rw [hfac]
      exact (Matrix.rank_mul_le_left _ _).trans (Matrix.rank_le_card_width _)
    · rw [← Matrix.rank_one (R := ℂ) (n := Fin 1), ← hone]
      exact (Matrix.rank_mul_le_left _ _).trans (Matrix.rank_mul_le_right _ _)
  · ext i j
    fin_cases i <;> fin_cases j <;>
      norm_num [dimerH, dimerP, Matrix.mul_apply, Fin.sum_univ_succ]
  · refine Matrix.posSemidef_diagonal_iff.mpr fun _ => ?_
    rw [Complex.le_def]
    norm_num
  · ext i j
    fin_cases i
    fin_cases j
    norm_num [dimerR, dimerV, dimerP, Matrix.mul_apply, Fin.sum_univ_succ]
  · have hP : dimerPᴴ = dimerP := by
      ext i j
      fin_cases i <;> fin_cases j <;> simp [dimerP]
    have hR : dimerRᴴ = dimerR := by
      ext i j
      fin_cases i
      fin_cases j
      simp [dimerR]
    -- W† = R V† P, by hermiticity of P and R
    rw [effH, waveOp, conjTranspose_mul, conjTranspose_mul, hP, hR]
    ext i j
    fin_cases i
    fin_cases j
    norm_num [dimerH, dimerR, dimerV, dimerP, Matrix.mul_apply, Fin.sum_univ_succ]

end

end DesCloizeauxProjection
```

```lean
#print axioms DesCloizeauxProjection.desCloizeaux
-- 'DesCloizeauxProjection.desCloizeaux' depends on axioms: [propext, Classical.choice, Quot.sound]
#print axioms DesCloizeauxProjection.effH_eigenvalue_iff
-- 'DesCloizeauxProjection.effH_eigenvalue_iff' depends on axioms: [propext, Classical.choice, Quot.sound]
#print axioms DesCloizeauxProjection.waveOp_closest
-- 'DesCloizeauxProjection.waveOp_closest' depends on axioms: [propext, Classical.choice, Quot.sound]
```
